# Overlap of Two Radial Solutions from Their Phase Difference at a Matching Radius

## Radial solutions, Wronskians and phases

Let $V$ be a real potential on an interval $[a,b]$, with any centrifugal term included in it. Here a radial function $u$ means the radius times the radial wave function of an electron. In atomic units, at energy $E$, it satisfies

$$u''=2(V-E)u .$$

For two radial functions $u_1,u_2$ at energies $E_1,E_2$, the Wronskian is

$$W(x)=u_1(x)u_2'(x)-u_1'(x)u_2(x).$$

At the matching radius $a$, we fix a reference pair by its values $f,g$ and slopes $f',g'$. These four numbers are the same for both energies, and $w=fg'-f'g$ is the Wronskian of the pair. The phase parameter $\nu_j$ of $u_j$ is defined by

$$\begin{aligned}u_j(a)&=\cos(\pi\nu_j)f+\sin(\pi\nu_j)g,\\ u_j'(a)&=\cos(\pi\nu_j)f'+\sin(\pi\nu_j)g'.\end{aligned}$$

This also fixes the amplitude of $u_j$, which is in general not normalised to one.

## Two states of an outer electron

In quantum defect theory, a closed channel is one in which the electron lacks the energy to escape, so its radial function decays at large distance. The long-range part of the function is summarised by its phase relative to a reference pair. When the ionic core of a Rydberg atom is excited and the outer electron is a spectator, the transition amplitude contains the overlap of the electron's initial and final radial functions. The result below evaluates the part of such an overlap between $a$ and $b$, in a single-channel model with energy-independent reference data. It assumes that the outer electron sees the same potential there for both core states. The energies $E_1$ and $E_2$ are those of the outer electron alone, each counted from the ionization threshold that leaves the core in the corresponding state.

The outer boundary enters through the condition $W(b)=0$. It holds if both functions vanish at $b$, or if they have the same logarithmic derivative there. For a decaying function, it stands for placing $b$ so far out that the remaining tail is negligible.

## The overlap and its zeros

If $a\le b$, $E_1\ne E_2$ and $W(b)=0$, then

$$\int_a^b u_1u_2\,dx=\frac{w\sin\bigl(\pi(\nu_1-\nu_2)\bigr)}{2(E_1-E_2)} .$$

If also $w\ne0$, the overlap vanishes exactly when $\nu_1-\nu_2$ is an integer. In that case the two functions have proportional boundary data at $a$, so they obey the same boundary condition at both ends.

For the derivation, differentiate the Wronskian. The products of slopes cancel, and so does the potential:

$$\begin{aligned}W'&=u_1u_2''-u_1''u_2\\&=2(V-E_2)u_1u_2-2(V-E_1)u_1u_2\\&=2(E_1-E_2)u_1u_2 .\end{aligned}$$

Integration gives Green's identity,

$$2(E_1-E_2)\int_a^b u_1u_2\,dx=W(b)-W(a).$$

Write $c_j=\cos(\pi\nu_j)$ and $s_j=\sin(\pi\nu_j)$. At $a$,

$$\begin{aligned}W(a)&=(c_1f+s_1g)(c_2f'+s_2g')-(c_1f'+s_1g')(c_2f+s_2g)\\&=w(c_1s_2-s_1c_2)\\&=-w\sin\bigl(\pi(\nu_1-\nu_2)\bigr).\end{aligned}$$

Inserting this and $W(b)=0$, then dividing by $2(E_1-E_2)$, gives the overlap. For $w\ne0$ it is zero exactly when the sine is zero, that is, when $\nu_1-\nu_2$ is an integer.

## Normalization from the energy derivative of the phase

At equal energies the quotient becomes $0/0$, but a family of solutions gives it a limit. Let $u_E$ be matched at $a$ with phase parameter $\nu(E)$, and let its Wronskian with $u_{E_0}$ vanish at $b$ for every $E$. For $E\ne E_0$,

$$\int_a^b u_Eu_{E_0}\,dx=\frac{F(E)-F(E_0)}{E-E_0},\qquad F(E)=\frac w2\sin\bigl(\pi(\nu(E)-\nu(E_0))\bigr),$$

because $F(E_0)=0$. If $\nu$ is differentiable at $E_0$, the right side tends to $F'(E_0)=\pi w\nu'(E_0)/2$. If the overlap is continuous in $E$ at $E_0$, the left side tends to its value there, and

$$\int_a^b u_{E_0}^2\,dx=\frac{\pi w}{2}\,\nu'(E_0).$$

Suppose $w>0$, $a<b$, $E_1\ne E_2$, and both $u_1$ and $u_2$ belong to such a family, with the conditions above met at $E_0=E_1$ and at $E_0=E_2$. Dividing the overlap by the two norms gives the normalised overlap

$$\frac{\sin\bigl(\pi(\nu_1-\nu_2)\bigr)}{\pi(E_1-E_2)\sqrt{\nu'(E_1)\,\nu'(E_2)}} .$$

## A cosine and a straight line

Count $x$ from the matching radius, so that $a=0$ there, and take $V=0$ on $[0,\pi/2]$, with $u_1=\cos x$ at $E_1=1/2$ and $u_2=\pi/2-x$ at $E_2=0$. Both vanish at $\pi/2$, so $W(\pi/2)=0$. The reference data $(f,f')=(1,0)$ and $(g,g')=(\pi/2,-1)$ give $\nu_1=0$, $\nu_2=1/2$ and $w=-1$. The formula yields

$$\frac{(-1)\sin(-\pi/2)}{2\cdot\frac12}=1 .$$

Integration by parts gives the same value. The squared norms are $\pi/4$ and $\pi^3/24$, so the normalised overlap is $4\sqrt6/\pi^2\approx0.993$.

## Extracting the phase in a radial code

A program can start both functions at $b$ with the same logarithmic derivative and integrate inwards to $a$. If the computed function is $A$ times the matched one, with $A>0$, its value $u$ and slope $u'$ at $a$ satisfy

$$ug'-u'g=Aw\cos(\pi\nu),\qquad fu'-f'u=Aw\sin(\pi\nu).$$

For $w>0$, a two-argument arctangent of the second quantity and the first returns $\pi\nu$ up to a multiple of $2\pi$, and their root sum of squares returns $Aw$. After division by $A$, the overlap formula can be compared with direct quadrature, which tests the integrator and the phase extraction together. For nearly equal energies the quotient loses digits by cancellation, which direct quadrature avoids. To use the normalization formula, the arctangent's jumps must be removed before $\nu$ is differentiated.

## Changing the potential at fixed energy

The same argument handles two potentials $V_1,V_2$ at one energy. Now $W'=2(V_2-V_1)u_1u_2$, and with the same conditions at $a$ and $b$,

$$2\int_a^b (V_2-V_1)u_1u_2\,dx=w\sin\bigl(\pi(\nu_1-\nu_2)\bigr),$$

provided that the integrand is integrable. This relates a change of phase to a change of potential; it is derived here in prose only.

## The model in Lean

`SolvesRadial V E a b u du` says that `u` has slope `du` and that `du` has derivative $2(V-E)u$ at every point of $[a,b]$. The derivatives are taken within the closed interval, so they are one-sided at its ends when $a<b$. No continuity of `V` is assumed, but the equation must hold at every point. This excludes a jump of the potential at an interior point where $u\ne0$, as at the edge of a square well.

In `Matches f df g dg ν a u du`, the reference data are four real numbers, with `df` and `dg` standing for $f'$ and $g'$. Nothing requires them to come from solutions of a particular long-range problem. The function `wronskian` follows the sign convention above, and the hypothesis `hb` is the condition at $b$.

The theorem `overlap_eq` gives the overlap and needs no condition on $w$; `overlap_eq_zero_iff` adds $w\ne0$. Both allow $a=b$, where the integral is zero and `hb` already forces $w\sin(\pi(\nu_1-\nu_2))=0$.

In `normalization_eq`, the family is defined for every real energy and uses the same reference data throughout. Differentiability of $\nu$ and continuity of the overlap at $E_0$ are assumed, not derived from the differential equation. Coupled channels, decay into a continuum and the limit $b\to\infty$ are not treated.

```lean
import Mathlib

open Set Filter
open scoped Real Topology

namespace QuantumDefectOverlap

/-- The function `u`, with slope `du`, solves the radial equation `u'' = 2 (V - E) u`
on the interval `[a, b]`, in atomic units. -/
structure SolvesRadial (V : ℝ → ℝ) (E a b : ℝ) (u du : ℝ → ℝ) : Prop where
  slope : ∀ x ∈ Icc a b, HasDerivWithinAt u (du x) (Icc a b) x
  schrodinger : ∀ x ∈ Icc a b, HasDerivWithinAt du (2 * (V x - E) * u x) (Icc a b) x

/-- The Wronskian `u v' - u' v` of two radial functions with slopes `du` and `dv`. -/
def wronskian (u du v dv : ℝ → ℝ) (x : ℝ) : ℝ := u x * dv x - du x * v x

/-- At the matching radius `a`, value and slope of `u` are the combination
`cos (π ν) f + sin (π ν) g` of a reference pair with values `f, g` and slopes `df, dg`. -/
structure Matches (f df g dg ν a : ℝ) (u du : ℝ → ℝ) : Prop where
  value : u a = Real.cos (π * ν) * f + Real.sin (π * ν) * g
  slope : du a = Real.cos (π * ν) * df + Real.sin (π * ν) * dg

variable {V u₁ du₁ u₂ du₂ : ℝ → ℝ} {E₁ E₂ a b f df g dg ν₁ ν₂ : ℝ}

/-- The Wronskian of two solutions in the same potential changes at the rate
`2 (E₁ - E₂) u₁ u₂`. -/
theorem wronskian_hasDeriv (h₁ : SolvesRadial V E₁ a b u₁ du₁)
    (h₂ : SolvesRadial V E₂ a b u₂ du₂) {x : ℝ} (hx : x ∈ Icc a b) :
    HasDerivWithinAt (wronskian u₁ du₁ u₂ du₂)
      (2 * (E₁ - E₂) * (u₁ x * u₂ x)) (Icc a b) x := by
  have h := ((h₁.slope x hx).mul (h₂.schrodinger x hx)).sub
    ((h₁.schrodinger x hx).mul (h₂.slope x hx))
  -- the potential and the product of slopes cancel
  exact h.congr_deriv (by ring)

/-- Green's identity: the energy difference times the overlap of two solutions is fixed by
their Wronskian at the two ends of the interval. -/
theorem green_identity (hab : a ≤ b) (h₁ : SolvesRadial V E₁ a b u₁ du₁)
    (h₂ : SolvesRadial V E₂ a b u₂ du₂) :
    2 * (E₁ - E₂) * ∫ x in a..b, u₁ x * u₂ x =
      wronskian u₁ du₁ u₂ du₂ b - wronskian u₁ du₁ u₂ du₂ a := by
  have hc : ContinuousOn (fun x => u₁ x * u₂ x) (Icc a b) := fun x hx =>
    (h₁.slope x hx).continuousWithinAt.mul (h₂.slope x hx).continuousWithinAt
  rw [← intervalIntegral.integral_const_mul]
  exact intervalIntegral.integral_eq_sub_of_hasDerivAt_of_le hab
    (fun x hx => (wronskian_hasDeriv h₁ h₂ hx).continuousWithinAt)
    (fun x hx => (wronskian_hasDeriv h₁ h₂ (Ioo_subset_Icc_self hx)).hasDerivAt
      (Icc_mem_nhds hx.1 hx.2))
    (ContinuousOn.intervalIntegrable_of_Icc hab (continuousOn_const.mul hc))

/-- At the matching radius the Wronskian of two matched functions is minus the Wronskian of
the reference pair times `sin (π (ν₁ - ν₂))`. -/
theorem wronskian_at_matching (m₁ : Matches f df g dg ν₁ a u₁ du₁)
    (m₂ : Matches f df g dg ν₂ a u₂ du₂) :
    wronskian u₁ du₁ u₂ du₂ a =
      -((f * dg - df * g) * Real.sin (π * (ν₁ - ν₂))) := by
  unfold wronskian
  rw [m₁.value, m₁.slope, m₂.value, m₂.slope, mul_sub, Real.sin_sub]
  ring

/-- Two solutions at different energies, matched to the same reference pair at `a` and with
vanishing Wronskian at `b`, have overlap `w sin (π (ν₁ - ν₂)) / (2 (E₁ - E₂))`, where
`w = f g' - f' g`. -/
theorem overlap_eq (hab : a ≤ b) (hE : E₁ ≠ E₂)
    (h₁ : SolvesRadial V E₁ a b u₁ du₁) (h₂ : SolvesRadial V E₂ a b u₂ du₂)
    (hb : wronskian u₁ du₁ u₂ du₂ b = 0)
    (m₁ : Matches f df g dg ν₁ a u₁ du₁) (m₂ : Matches f df g dg ν₂ a u₂ du₂) :
    ∫ x in a..b, u₁ x * u₂ x =
      (f * dg - df * g) * Real.sin (π * (ν₁ - ν₂)) / (2 * (E₁ - E₂)) := by
  have hG := green_identity hab h₁ h₂
  rw [hb, wronskian_at_matching m₁ m₂] at hG
  have hne : 2 * (E₁ - E₂) ≠ 0 := mul_ne_zero two_ne_zero (sub_ne_zero.mpr hE)
  rw [eq_div_iff hne]
  linarith

/-- For two solutions at different energies, matched to the same linearly independent reference pair
at `a` and with vanishing Wronskian at `b`, the overlap on `[a, b]` is zero exactly when `ν₁ - ν₂`
is an integer. -/
theorem overlap_eq_zero_iff (hab : a ≤ b) (hE : E₁ ≠ E₂) (hw : f * dg - df * g ≠ 0)
    (h₁ : SolvesRadial V E₁ a b u₁ du₁) (h₂ : SolvesRadial V E₂ a b u₂ du₂)
    (hb : wronskian u₁ du₁ u₂ du₂ b = 0)
    (m₁ : Matches f df g dg ν₁ a u₁ du₁) (m₂ : Matches f df g dg ν₂ a u₂ du₂) :
    ∫ x in a..b, u₁ x * u₂ x = 0 ↔ ∃ n : ℤ, ν₁ - ν₂ = n := by
  have hne : 2 * (E₁ - E₂) ≠ 0 := mul_ne_zero two_ne_zero (sub_ne_zero.mpr hE)
  rw [overlap_eq hab hE h₁ h₂ hb m₁ m₂]
  constructor
  · intro h
    have hs := (mul_eq_zero.mp ((div_eq_zero_iff.mp h).resolve_right hne)).resolve_left hw
    obtain ⟨n, hn⟩ := Real.sin_eq_zero_iff.mp hs
    exact ⟨n, mul_left_cancel₀ Real.pi_ne_zero (by linarith)⟩
  · rintro ⟨n, hn⟩
    rw [hn, mul_comm π (n : ℝ), Real.sin_int_mul_pi, mul_zero, zero_div]

/-- Take a family of solutions matched at `a` to one reference pair with Wronskian `w`, such that
the Wronskian of each member with the member at `E₀` vanishes at `b`. If `ν` is differentiable at
`E₀` and the overlap with the member at `E₀` is continuous in energy at `E₀`, the normalization
integral at `E₀` is `π w / 2` times the energy derivative of `ν`. -/
theorem normalization_eq {u du : ℝ → ℝ → ℝ} {ν : ℝ → ℝ} {E₀ ν' : ℝ} (hab : a ≤ b)
    (h : ∀ E, SolvesRadial V E a b (u E) (du E))
    (hb : ∀ E, wronskian (u E) (du E) (u E₀) (du E₀) b = 0)
    (m : ∀ E, Matches f df g dg (ν E) a (u E) (du E))
    (hν : HasDerivAt ν ν' E₀)
    (hc : ContinuousAt (fun E => ∫ x in a..b, u E x * u E₀ x) E₀) :
    ∫ x in a..b, u E₀ x ^ 2 = π * (f * dg - df * g) / 2 * ν' := by
  have h0 : HasDerivAt (fun E => π * (ν E - ν E₀)) (π * ν') E₀ :=
    (hν.sub_const (ν E₀)).const_mul π
  have h1 : HasDerivAt (fun E => (f * dg - df * g) / 2 * Real.sin (π * (ν E - ν E₀)))
      (π * (f * dg - df * g) / 2 * ν') E₀ := by
    refine (h0.sin.const_mul ((f * dg - df * g) / 2)).congr_deriv ?_
    simp only [sub_self, mul_zero, Real.cos_zero]
    ring
  -- away from `E₀` the overlap is the difference quotient of this function
  have h2 : Tendsto (fun E => ∫ x in a..b, u E x * u E₀ x) (𝓝[≠] E₀)
      (𝓝 (π * (f * dg - df * g) / 2 * ν')) := by
    refine (hasDerivAt_iff_tendsto_slope.mp h1).congr' ?_
    filter_upwards [self_mem_nhdsWithin] with E hE
    have hE' : E ≠ E₀ := hE
    have hd : E - E₀ ≠ 0 := sub_ne_zero.mpr hE'
    rw [overlap_eq hab hE' (h E) (h E₀) (hb E) (m E) (m E₀), slope_def_field,
      sub_self (ν E₀), mul_zero, Real.sin_zero, mul_zero, sub_zero]
    field_simp
  have h3 := tendsto_nhds_unique (hc.tendsto.mono_left nhdsWithin_le_nhds) h2
  simpa only [pow_two] using h3

/-- In zero potential on `[0, π/2]`, the functions `cos x` at energy `1/2` and `π/2 - x` at
energy `0` meet all the conditions with `ν₁ = 0` and `ν₂ = 1/2`, and their overlap is `1`. -/
theorem overlap_witness :
    SolvesRadial (fun _ => 0) (1 / 2) 0 (π / 2) Real.cos (fun x => -Real.sin x) ∧
    SolvesRadial (fun _ => 0) 0 0 (π / 2) (fun x => π / 2 - x) (fun _ => -1) ∧
    wronskian Real.cos (fun x => -Real.sin x) (fun x => π / 2 - x) (fun _ => -1) (π / 2) = 0 ∧
    Matches 1 0 (π / 2) (-1) 0 0 Real.cos (fun x => -Real.sin x) ∧
    Matches 1 0 (π / 2) (-1) (1 / 2) 0 (fun x => π / 2 - x) (fun _ => -1) ∧
    ∫ x in (0 : ℝ)..(π / 2), Real.cos x * (π / 2 - x) = 1 := by
  have h₁ : SolvesRadial (fun _ => 0) (1 / 2) 0 (π / 2) Real.cos (fun x => -Real.sin x) :=
    ⟨fun x _ => (Real.hasDerivAt_cos x).hasDerivWithinAt,
     fun x _ => (Real.hasDerivAt_sin x).fun_neg.hasDerivWithinAt.congr_deriv (by
      show -Real.cos x = 2 * (0 - 1 / 2) * Real.cos x
      ring)⟩
  have h₂ : SolvesRadial (fun _ => 0) 0 0 (π / 2) (fun x => π / 2 - x) (fun _ => -1) :=
    ⟨fun x _ => ((hasDerivAt_id' x).const_sub (π / 2)).hasDerivWithinAt,
     fun x _ => (hasDerivAt_const x (-1 : ℝ)).hasDerivWithinAt.congr_deriv (by
      show (0 : ℝ) = 2 * (0 - 0) * (π / 2 - x)
      ring)⟩
  have hb : wronskian Real.cos (fun x => -Real.sin x) (fun x => π / 2 - x)
      (fun _ => -1) (π / 2) = 0 := by
    simp [wronskian]
  have hp : π * (1 / 2) = π / 2 := by ring
  have m₁ : Matches 1 0 (π / 2) (-1) 0 0 Real.cos (fun x => -Real.sin x) :=
    ⟨by simp, by simp⟩
  have m₂ : Matches 1 0 (π / 2) (-1) (1 / 2) 0 (fun x => π / 2 - x) (fun _ => -1) :=
    ⟨by rw [hp, Real.cos_pi_div_two, Real.sin_pi_div_two]; ring,
     by rw [hp, Real.cos_pi_div_two, Real.sin_pi_div_two]; ring⟩
  refine ⟨h₁, h₂, hb, m₁, m₂, ?_⟩
  have hs : Real.sin (π * (0 - 1 / 2)) = -1 := by
    rw [show π * (0 - 1 / 2) = -(π / 2) by ring, Real.sin_neg, Real.sin_pi_div_two]
  rw [overlap_eq (by positivity) (by norm_num) h₁ h₂ hb m₁ m₂, hs]
  norm_num

end QuantumDefectOverlap
```

```lean
#print axioms QuantumDefectOverlap.overlap_eq_zero_iff
-- 'QuantumDefectOverlap.overlap_eq_zero_iff' depends on axioms: [propext, Classical.choice, Quot.sound]
#print axioms QuantumDefectOverlap.normalization_eq
-- 'QuantumDefectOverlap.normalization_eq' depends on axioms: [propext, Classical.choice, Quot.sound]
```

## From the product rule to Green's identity

`wronskian_hasDeriv` applies the product rule to $u_1u_2'$ and $u_1'u_2$ and subtracts. The call to `ring` performs the cancellation of the slopes and the potential.

`green_identity` then applies the fundamental theorem of calculus. That theorem asks for continuity on the closed interval, an ordinary derivative in the interior and an integrable derivative. The first two come from `wronskian_hasDeriv`, since at an interior point the derivative within $[a,b]$ is an ordinary one. Integrability holds because $u_1$ and $u_2$ are differentiable, hence continuous, so $V$ itself never has to be integrated.

## The sine and the integer condition

`wronskian_at_matching` substitutes the four matching equations and expands $\sin(\pi\nu_1-\pi\nu_2)$ with `Real.sin_sub`; `ring` checks the remaining identity. In `overlap_eq`, this value and `hb` are inserted into Green's identity, and `eq_div_iff` carries out the division by the nonzero number $2(E_1-E_2)$.

For `overlap_eq_zero_iff`, a vanishing quotient forces a vanishing numerator, and $w\ne0$ leaves the sine as the zero factor. `Real.sin_eq_zero_iff` supplies an integer $n$ with $n\pi=\pi(\nu_1-\nu_2)$, and $\pi$ is cancelled. The converse substitutes $\nu_1-\nu_2=n$ and uses $\sin(n\pi)=0$.

## The limit of equal energies

In `normalization_eq`, `h0` and `h1` differentiate $F$ by the chain rule. `hasDerivAt_iff_tendsto_slope` turns this derivative into a limit of difference quotients over energies $E\ne E_0$, and `overlap_eq` identifies those quotients with overlaps, which gives `h2`. The continuity hypothesis `hc` says that the same overlaps tend to the integral of $u_{E_0}^2$. Uniqueness of limits, `tendsto_nhds_unique`, equates the two values.

`overlap_witness` verifies the differential equations, the boundary condition and the matching data of the cosine and the line. It obtains the value 1 from `overlap_eq`, so the integration by parts mentioned earlier is an independent check.
